# For a linear transport weight, the Lorentzian transport integral does not depend on temperature at fixed width and chemical potential

The simplest relaxation-time estimate of the dc conductivity, an approximation for low temperature and weak broadening, evaluates the transport weight at the chemical potential and multiplies it by a lifetime, instead of integrating over broadened levels and thermal occupations. For a weight that is linear in the band energy on the whole real line, and a Lorentzian spectral function of constant width, this step reproduces the double integral exactly, apart from a constant prefactor, even when the width is comparable to the temperature.

## Broadened levels and the thermal window

```lean
import Mathlib

open MeasureTheory Filter Topology

noncomputable section

namespace LorentzianTransport
```

An electron in a state of band energy $\xi$ has the spectral function $A(E-\xi)$ at energy $E$, with

$$A(x)=\frac{G/\pi}{x^2+G^2}.$$

The constant $G>0$ is the half-width at half maximum. It stands for a scattering rate that is the same at all energies, as in a simple model of impurity scattering; it is not a Green function or a conductance.

```lean
/-- Lorentzian spectral function of half-width `G`, for `G > 0`. -/
def lorentzian (G x : ℝ) : ℝ := (G / Real.pi) / (x ^ 2 + G ^ 2)
```

The occupation is the Fermi function $f(E)=1/(e^{(E-\mu)/T}+1)$, where $\mu$ is the chemical potential and $T$ means $k_BT$. Both $\xi$ and $\mu$ are measured from the same zero of energy, whereas many textbooks measure $\xi$ from $\mu$.

```lean
/-- Fermi function at chemical potential `μ` and temperature `T > 0` in energy units. -/
def fermi (T μ E : ℝ) : ℝ := 1 / (Real.exp ((E - μ) / T) + 1)
```

The function $w(u)=1/(2+e^u+e^{-u})$ of a reduced energy $u$ is called `thermalWindow`; it equals $1/(4\cosh^2(u/2))$.

```lean
/-- The thermal window `1 / (2 + exp u + exp (-u))` in the reduced energy `u`. -/
def thermalWindow (u : ℝ) : ℝ := (2 + Real.exp u + Real.exp (-u))⁻¹
```

The transport integral of a weight $v(\xi)$ is

$$\int dE\,[-f'(E)]\int d\xi\,v(\xi)\,A(E-\xi)^2.$$

Here $v$ is not a velocity: it stands for the density of states times the squared velocity. Up to a prefactor, this is the dc Kubo conductivity of a single band without vertex corrections. That identification is physical input, and the definition below starts from the integral itself. Both integrals run over the real line, and `deriv` supplies $f'$.

```lean
/-- Transport integral of a weight `v`: the squared spectral function smears `v` around the
energy `E`, and the result is averaged with `-f'(E)`; here `G > 0` and `T > 0`. -/
def transportIntegral (G T μ : ℝ) (v : ℝ → ℝ) : ℝ :=
  ∫ E, -deriv (fermi T μ) E * ∫ ξ, v ξ * lorentzian G (E - ξ) ^ 2
```

## (a) Total weight of the Lorentzian

Show that $A$ is integrable and that

$$\int A(x)\,dx=1.$$

**Solution.** Put $x=Gy$. Then $A(x)\,dx=\pi^{-1}dy/(1+y^2)$, and the integral of $1/(1+y^2)$ over the line is $\pi$.

In Lean, `hform` writes $A$ in terms of $x/G$ and `hs` performs the scaling. The conjunction states convergence first and the value second, a pattern that returns below.

```lean
/-- For `G > 0` the Lorentzian is integrable and has total spectral weight one. -/
theorem lorentzian_normalized {G : ℝ} (hG : 0 < G) :
    Integrable (lorentzian G) ∧ ∫ x, lorentzian G x = 1 := by
  have hform : lorentzian G = fun x => (1 / (Real.pi * G)) * (1 + (x / G) ^ 2)⁻¹ := by
    funext x
    have h1 : x ^ 2 + G ^ 2 ≠ 0 := by positivity
    have h2 : 1 + (x / G) ^ 2 = (x ^ 2 + G ^ 2) / G ^ 2 := by
      rw [eq_div_iff (by positivity), div_pow, add_mul, div_mul_cancel₀ _ (by positivity)]
      ring
    rw [h2, inv_div]
    unfold lorentzian
    field_simp
  have hs : ∫ x : ℝ, (1 + (x / G) ^ 2)⁻¹ = |G| • ∫ y : ℝ, (1 + y ^ 2)⁻¹ :=
    Measure.integral_comp_div (fun y : ℝ => (1 + y ^ 2)⁻¹) G
  rw [hform]
  refine ⟨(integrable_inv_one_add_sq.comp_div hG.ne').const_mul _, ?_⟩
  rw [integral_const_mul, hs, integral_univ_inv_one_add_sq, abs_of_pos hG, smul_eq_mul]
  field_simp
```

## (b) Integral of the squared Lorentzian

Show that $A^2$ is integrable and that

$$\int A(x)^2\,dx=\frac{1}{2\pi G}.$$

**Solution.** Since $A\le 1/(\pi G)$, we have $A^2\le A/(\pi G)$, which is integrable. Next,

$$\frac{d}{dx}\frac{x}{x^2+G^2}=\frac{2G^2}{(x^2+G^2)^2}-\frac{1}{x^2+G^2}=2\pi^2A^2-\frac{\pi}{G}A.$$

The function being differentiated is bounded by $1/|x|$ for $x\neq0$, so it vanishes at both ends and its derivative integrates to zero. With (a), $2\pi^2\int A^2=\pi/G$, which is the claim.

The derivative is `hd`, the bound is `hb`, and `integral_of_hasDerivAt_of_tendsto` is the fundamental theorem of calculus on the whole line.

```lean
/-- For `G > 0` the squared Lorentzian is integrable with integral `1 / (2 π G)`. -/
theorem lorentzian_sq {G : ℝ} (hG : 0 < G) :
    Integrable (fun x => lorentzian G x ^ 2) ∧
      ∫ x, lorentzian G x ^ 2 = 1 / (2 * Real.pi * G) := by
  obtain ⟨iA, nA⟩ := lorentzian_normalized hG
  have hpi := Real.pi_pos
  have i0 : Integrable (fun x => lorentzian G x ^ 2) := by
    refine (iA.const_mul (G / Real.pi / G ^ 2)).mono' (iA.aestronglyMeasurable.pow 2)
      (Eventually.of_forall fun x => ?_)
    have hD : x ^ 2 + G ^ 2 ≠ 0 := by positivity
    have key : lorentzian G x * (x ^ 2 + G ^ 2) = G / Real.pi := div_mul_cancel₀ _ hD
    rw [Real.norm_eq_abs, abs_of_nonneg (sq_nonneg _), div_mul_eq_mul_div,
      le_div_iff₀ (by positivity), ← key]
    nlinarith [mul_nonneg (sq_nonneg (lorentzian G x)) (sq_nonneg x)]
  refine ⟨i0, ?_⟩
  -- `x / (x² + G²)` vanishes at both ends, so its derivative integrates to zero
  have hd : ∀ x : ℝ, HasDerivAt (fun y : ℝ => y / (y ^ 2 + G ^ 2))
      (2 * Real.pi ^ 2 * lorentzian G x ^ 2 - Real.pi / G * lorentzian G x) x := by
    intro x
    have hD : x ^ 2 + G ^ 2 ≠ 0 := by positivity
    have hp : HasDerivAt (fun y : ℝ => y ^ 2 + G ^ 2) (2 * x) x := by
      simpa using (hasDerivAt_pow 2 x).add_const (G ^ 2)
    refine ((hasDerivAt_id' x).fun_div hp hD).congr_deriv ?_
    unfold lorentzian
    field_simp
    ring
  have hb : ∀ x : ℝ, ‖x / (x ^ 2 + G ^ 2)‖ ≤ ‖x⁻¹‖ := by
    intro x
    rcases eq_or_ne x 0 with rfl | hx
    · simp
    · have hx' : 0 < |x| := abs_pos.mpr hx
      rw [norm_div, norm_inv, Real.norm_eq_abs, Real.norm_eq_abs,
        abs_of_pos (show 0 < x ^ 2 + G ^ 2 by positivity), ← one_div,
        div_le_div_iff₀ (by positivity) hx']
      nlinarith [abs_mul_abs_self x, sq_nonneg G]
  have h := integral_of_hasDerivAt_of_tendsto hd
    ((i0.const_mul _).sub (iA.const_mul _))
    (squeeze_zero_norm hb (by simpa using (tendsto_inv_atBot_zero (𝕜 := ℝ)).norm))
    (squeeze_zero_norm hb (by simpa using (tendsto_inv_atTop_zero (𝕜 := ℝ)).norm))
  rw [integral_sub (i0.const_mul _) (iA.const_mul _), integral_const_mul,
    integral_const_mul, nA] at h
  have h' : ∫ x, lorentzian G x ^ 2 = (Real.pi / G) / (2 * Real.pi ^ 2) := by
    rw [eq_div_iff (by positivity)]
    linarith
  rw [h']
  field_simp
```

## (c) Smearing a quadratic weight

For real $a,b,c,E$, show that the following integral converges and has the stated value:

$$\int(a+b\xi+c\xi^2)A(E-\xi)^2d\xi=\frac{a+bE+c(E^2+G^2)}{2\pi G}.$$

**Solution.** Substitute $\xi=E-y$. The weight becomes

$$(a+bE+cE^2)-(b+2cE)\,y+c\,y^2.$$

Three moments of $A^2$ are needed.

- The zeroth is $1/(2\pi G)$ by (b).
- For the second, $y^2A^2=(G/\pi)A-G^2A^2$, which integrates to $G/\pi-G/(2\pi)=G/(2\pi)$.
- The first converges because $|y|\le1+y^2$, and it vanishes because $yA^2$ is odd.

Adding the terms gives the result. A linear weight keeps its form, while curvature adds $cG^2$.

The moments are `n0`, `n1` and `n2`, and `g` is the integrand after the shift.

```lean
/-- For `G > 0`, smearing a quadratic weight with the squared Lorentzian returns the weight at
`E`, with `E²` replaced by `E² + G²`, times `1 / (2 π G)`; the integral converges. -/
theorem smeared_quadratic {G : ℝ} (hG : 0 < G) (a b c E : ℝ) :
    Integrable (fun ξ => (a + b * ξ + c * ξ ^ 2) * lorentzian G (E - ξ) ^ 2) ∧
      ∫ ξ, (a + b * ξ + c * ξ ^ 2) * lorentzian G (E - ξ) ^ 2 =
        (a + b * E + c * (E ^ 2 + G ^ 2)) / (2 * Real.pi * G) := by
  obtain ⟨iA, nA⟩ := lorentzian_normalized hG
  obtain ⟨i0, n0⟩ := lorentzian_sq hG
  -- second moment, from `x² A² = (G/π) A - G² A²`
  have e2 : (fun x => x ^ 2 * lorentzian G x ^ 2) =
      fun x => G / Real.pi * lorentzian G x - G ^ 2 * lorentzian G x ^ 2 := by
    funext x
    have hD : x ^ 2 + G ^ 2 ≠ 0 := by positivity
    have key : lorentzian G x * (x ^ 2 + G ^ 2) = G / Real.pi := div_mul_cancel₀ _ hD
    rw [← key]
    ring
  have i2 : Integrable (fun x => x ^ 2 * lorentzian G x ^ 2) := by
    rw [e2]
    exact (iA.const_mul _).sub (i0.const_mul _)
  have n2 : ∫ x, x ^ 2 * lorentzian G x ^ 2 = G / Real.pi - G ^ 2 * (1 / (2 * Real.pi * G)) := by
    rw [e2, integral_sub (iA.const_mul _) (i0.const_mul _), integral_const_mul,
      integral_const_mul, nA, n0, mul_one]
  -- first moment, zero by parity
  have i1 : Integrable (fun x => x * lorentzian G x ^ 2) := by
    refine (i0.add i2).mono' (continuous_id.aestronglyMeasurable.mul i0.aestronglyMeasurable)
      (Eventually.of_forall fun x => ?_)
    have hx : |x| ≤ 1 + x ^ 2 := by
      nlinarith [sq_abs x, sq_nonneg (|x| - 1), sq_nonneg |x|]
    change |x * lorentzian G x ^ 2| ≤ lorentzian G x ^ 2 + x ^ 2 * lorentzian G x ^ 2
    rw [abs_mul, abs_of_nonneg (sq_nonneg (lorentzian G x))]
    nlinarith [mul_le_mul_of_nonneg_right hx (sq_nonneg (lorentzian G x))]
  have n1 : ∫ x, x * lorentzian G x ^ 2 = 0 := by
    have h := integral_neg_eq_self (fun x => x * lorentzian G x ^ 2) volume
    simp only [lorentzian, neg_sq, neg_mul, integral_neg] at h ⊢
    linarith
  -- shift the integration variable to `y = E - ξ`
  let g : ℝ → ℝ := fun y => (a + b * E + c * E ^ 2) * lorentzian G y ^ 2 -
    (b + 2 * c * E) * (y * lorentzian G y ^ 2) + c * (y ^ 2 * lorentzian G y ^ 2)
  have j : Integrable (fun y => (a + b * E + c * E ^ 2) * lorentzian G y ^ 2 -
      (b + 2 * c * E) * (y * lorentzian G y ^ 2)) := (i0.const_mul _).sub (i1.const_mul _)
  have ig : Integrable g := j.add (i2.const_mul c)
  have hg : (fun ξ => (a + b * ξ + c * ξ ^ 2) * lorentzian G (E - ξ) ^ 2) =
      fun ξ => g (E - ξ) := by
    funext ξ
    simp only [g]
    ring
  rw [hg]
  refine ⟨ig.comp_sub_left E, ?_⟩
  rw [integral_sub_left_eq_self g volume E]
  simp only [g]
  rw [integral_add j (i2.const_mul c), integral_sub (i0.const_mul _) (i1.const_mul _),
    integral_const_mul, integral_const_mul, integral_const_mul, n0, n1, n2]
  field_simp
  ring
```

## (d) Slope of the Fermi function

Show that $f$ is differentiable with

$$f'(E)=-\frac1T\,w\!\left(\frac{E-\mu}{T}\right).$$

**Solution.** Let $y=e^{(E-\mu)/T}$, so $dy/dE=y/T$. From $f=1/(y+1)$ we get $f'=-y/[T(y+1)^2]$, and $(y+1)^2/y=2+y+1/y$.

`HasDerivAt` states differentiability and the value together. The `generalize` step replaces the exponential by $y$, and `hw` is the last identity.

```lean
/-- For `T > 0` the slope of the Fermi function is minus the thermal window in
`(E - μ) / T`, divided by `T`. -/
theorem hasDerivAt_fermi {T : ℝ} (hT : 0 < T) (μ E : ℝ) :
    HasDerivAt (fermi T μ) (-(thermalWindow ((E - μ) / T) / T)) E := by
  have h1 : HasDerivAt (fun e : ℝ => (e - μ) / T) (1 / T) E :=
    ((hasDerivAt_id' E).sub_const μ).div_const T
  have hne : Real.exp ((E - μ) / T) + 1 ≠ 0 := by positivity
  refine ((hasDerivAt_const E (1 : ℝ)).fun_div (h1.exp.add_const 1) hne).congr_deriv ?_
  unfold thermalWindow
  rw [Real.exp_neg]
  have hy := Real.exp_pos ((E - μ) / T)
  generalize Real.exp ((E - μ) / T) = y at hy hne ⊢
  have hw : 2 + y + y⁻¹ = (y + 1) ^ 2 / y := by
    rw [eq_div_iff hy.ne', add_mul, inv_mul_cancel₀ hy.ne']
    ring
  rw [hw, inv_div]
  field_simp
  ring
```

## (e) Area and first moment of the window

Show that both integrals converge and that

$$\int w(u)\,du=1,\qquad \int u\,w(u)\,du=0.$$

**Solution.** For $t\ge0$, the exponential series gives $1+t\le e^t$, $t^2\le2e^t$ and $t^3\le6e^t$, so $(1+t)(1+t^2)\le10e^t$. With $w(u)\le e^{-|u|}$ and $t=|u|$,

$$(1+|u|)\,w(u)\le\frac{10}{1+u^2},$$

and both integrals converge. By (d) with $T=1$ and $\mu=0$, $-w$ is the derivative of $1/(e^u+1)$, which falls from 1 to 0, so the area is 1. Since $w$ is even, $u\,w(u)$ is odd and integrates to zero.

The two inequalities are `hexp` and `hb`; `heven` is the symmetry.

```lean
/-- The thermal window has unit area and zero first moment, and both integrals converge. -/
theorem thermalWindow_moments :
    (Integrable thermalWindow ∧ ∫ u, thermalWindow u = 1) ∧
      (Integrable (fun u => u * thermalWindow u) ∧ ∫ u, u * thermalWindow u = 0) := by
  have hc : Continuous thermalWindow := by
    unfold thermalWindow
    exact Continuous.inv₀ (by fun_prop) (fun u => by positivity)
  have hpos : ∀ u, 0 < thermalWindow u := fun u => by unfold thermalWindow; positivity
  have hexp : ∀ t : ℝ, 0 ≤ t → (1 + t) * (1 + t ^ 2) ≤ 10 * Real.exp t := by
    intro t ht
    have h1 := Real.add_one_le_exp t
    have h2 := Real.pow_div_factorial_le_exp t ht 2
    have h3 := Real.pow_div_factorial_le_exp t ht 3
    norm_num [Nat.factorial] at h2 h3
    nlinarith
  -- exponential decay dominates the linear growth of the first moment
  have hb : ∀ u, (1 + |u|) * thermalWindow u ≤ 10 * (1 + u ^ 2)⁻¹ := by
    intro u
    have h := hexp |u| (abs_nonneg u)
    rw [sq_abs] at h
    have h' : Real.exp |u| ≤ 2 + Real.exp u + Real.exp (-u) := by
      rcases abs_choice u with hu | hu <;> rw [hu] <;>
        linarith [Real.exp_pos u, Real.exp_pos (-u)]
    unfold thermalWindow
    rw [← div_eq_mul_inv, ← div_eq_mul_inv, div_le_div_iff₀ (by positivity) (by positivity)]
    linarith
  have i0 : Integrable thermalWindow := by
    refine (integrable_inv_one_add_sq.const_mul 10).mono' hc.aestronglyMeasurable
      (Eventually.of_forall fun u => ?_)
    rw [Real.norm_eq_abs, abs_of_pos (hpos u)]
    nlinarith [hb u, mul_nonneg (abs_nonneg u) (hpos u).le]
  have i1 : Integrable (fun u => u * thermalWindow u) := by
    refine (integrable_inv_one_add_sq.const_mul 10).mono'
      (continuous_id.mul hc).aestronglyMeasurable (Eventually.of_forall fun u => ?_)
    rw [Real.norm_eq_abs, abs_mul, abs_of_pos (hpos u)]
    nlinarith [hb u, hpos u]
  refine ⟨⟨i0, ?_⟩, i1, ?_⟩
  · -- the area is the drop of the Fermi function from one to zero
    have hd : ∀ u, HasDerivAt (fun u : ℝ => 1 / (Real.exp u + 1)) (-thermalWindow u) u := by
      intro u
      have h := hasDerivAt_fermi one_pos 0 u
      have hf : fermi 1 0 = fun u : ℝ => 1 / (Real.exp u + 1) := by
        funext v
        simp only [fermi, sub_zero, div_one]
      rw [hf] at h
      simpa only [sub_zero, div_one] using h
    have hbot : Tendsto (fun u : ℝ => 1 / (Real.exp u + 1)) atBot (𝓝 1) := by
      have h := (tendsto_const_nhds (x := (1 : ℝ))).div
        (Real.tendsto_exp_atBot.add_const 1) (by norm_num)
      have h' : Tendsto (fun u : ℝ => 1 / (Real.exp u + 1)) atBot (𝓝 (1 / (0 + 1))) := h
      simpa using h'
    have htop : Tendsto (fun u : ℝ => 1 / (Real.exp u + 1)) atTop (𝓝 0) :=
      tendsto_const_nhds.div_atTop (tendsto_atTop_add_const_right _ 1 Real.tendsto_exp_atTop)
    have h := integral_of_hasDerivAt_of_tendsto hd i0.neg hbot htop
    rw [integral_neg] at h
    linarith
  · have heven : ∀ u, thermalWindow (-u) = thermalWindow u := by
      intro u
      unfold thermalWindow
      rw [neg_neg, add_right_comm]
    have h := integral_neg_eq_self (fun u => u * thermalWindow u) volume
    simp only [heven, neg_mul, integral_neg] at h
    linarith
```

## (f) Thermal average of a linear function

Show that the integral converges and that

$$\int[-f'(E)]\,(a+bE)\,dE=a+b\mu.$$

**Solution.** Put $E=\mu+Tu$. By (d), $-f'(E)\,dE=w(u)\,du$, and the integral becomes

$$\int w(u)\,(a+b\mu+bTu)\,du=a+b\mu$$

by (e). In Lean, `g` is this integrand and `hg` expresses the original one through it.

```lean
/-- For `T > 0` the average of `a + b E` with the weight `-f'(E)` converges and equals
`a + b μ`. -/
theorem thermal_average_linear {T : ℝ} (hT : 0 < T) (μ a b : ℝ) :
    Integrable (fun E => -deriv (fermi T μ) E * (a + b * E)) ∧
      ∫ E, -deriv (fermi T μ) E * (a + b * E) = a + b * μ := by
  obtain ⟨⟨i0, n0⟩, i1, n1⟩ := thermalWindow_moments
  let g : ℝ → ℝ := fun u => (a + b * μ) * thermalWindow u + b * T * (u * thermalWindow u)
  have ig : Integrable g := (i0.const_mul _).add (i1.const_mul _)
  have ng : ∫ u, g u = a + b * μ := by
    simp only [g]
    rw [integral_add (i0.const_mul _) (i1.const_mul _), integral_const_mul,
      integral_const_mul, n0, n1]
    ring
  -- pass to the reduced energy `u = (E - μ) / T`
  have hg : (fun E => -deriv (fermi T μ) E * (a + b * E)) =
      fun E => 1 / T * g ((E - μ) / T) := by
    funext E
    rw [(hasDerivAt_fermi hT μ E).deriv]
    simp only [g]
    field_simp
    ring
  rw [hg]
  refine ⟨((ig.comp_div hT.ne').comp_sub_right μ).const_mul _, ?_⟩
  rw [integral_const_mul, integral_sub_right_eq_self (fun x => g (x / T)) μ,
    Measure.integral_comp_div g T, ng, abs_of_pos hT, smul_eq_mul]
  field_simp
```

## (g) The transport integral

For all $G>0$, $T>0$ and real $\mu,a,b$, show that

$$\int dE\,[-f'(E)]\int d\xi\,(a+b\xi)A(E-\xi)^2=\frac{a+b\mu}{2\pi G}.$$

**Solution.** By (c) with $c=0$, the inner integral is $(a+bE)/(2\pi G)$. Take out the constant factor and apply (f).

Multiplied by $G$, the result contains neither $G$ nor $T$, so the ratio $G/T$ plays no role. With a lifetime $\tau=\hbar/(2G)$, the prefactor $1/(2\pi G)$ is $\tau/(\pi\hbar)$.

The linear weight is an idealisation: a real band has edges, and its weight is never negative, whereas $a+b\xi$ changes sign somewhere if $b\neq0$.

In the Lean statement, `hG` and `hT` are the two positivity conditions, and the weight enters as the function `fun ξ => a + b * ξ`. The step `hin` evaluates the inner integral for every $E$. Lean gives a divergent integral the value zero, but the convergence statements in (c) and (f) exclude that case here.

```lean
/-- For a linear transport weight `a + b ξ`, any width `G > 0` and any temperature `T > 0`,
the transport integral equals `(a + b μ) / (2 π G)`. -/
theorem transportIntegral_linear {G T : ℝ} (hG : 0 < G) (hT : 0 < T) (μ a b : ℝ) :
    transportIntegral G T μ (fun ξ => a + b * ξ) = (a + b * μ) / (2 * Real.pi * G) := by
  have hin : ∀ E, ∫ ξ, (a + b * ξ) * lorentzian G (E - ξ) ^ 2 =
      (a + b * E) / (2 * Real.pi * G) := by
    intro E
    simpa only [zero_mul, add_zero] using (smeared_quadratic hG a b 0 E).2
  unfold transportIntegral
  simp only [hin, ← mul_div_assoc]
  rw [integral_div, (thermal_average_linear hT μ a b).2]

end LorentzianTransport
```

```lean
#print axioms LorentzianTransport.transportIntegral_linear
```

```
'LorentzianTransport.transportIntegral_linear' depends on axioms: [propext, Classical.choice, Quot.sound]
```
